# A CNOT circuit with d layers of disjoint gates collects the parity of at most 2^d qubits

The occupations of $n$ modes, one per qubit, form a vector $f$ with entries in $\mathbb Z/2$, so addition is exclusive or. A CNOT circuit permutes the computational basis states, and its action on their labels is a matrix over $\mathbb Z/2$ applied to the column vector $f$. In the Lean file the qubits are the elements of a finite type `ι`.

```lean
import Mathlib

open Matrix

namespace ParityDepthLowerBound

variable {ι : Type*} [Fintype ι] [DecidableEq ι]
```

Row $i$ of a matrix $M$ says which inputs enter output $i$. Their set, the light cone $\Lambda(M,i)=\{j : M_{ij}\neq 0\}$, is `lightCone M i`.

```lean
/-- The light cone of output qubit `i` under a linear map over Z/2: the input qubits
whose occupations enter the output, i.e. the positions of the ones in row `i`. -/
def lightCone (M : Matrix ι ι (ZMod 2)) (i : ι) : Finset ι :=
  Finset.univ.filter fun j => M i j ≠ 0
```

The prefix-parity matrix $P$ has $P_{ij}=1$ for $j\le i$ and $0$ otherwise, so $(Pf)_i=\sum_{j\le i}f_j$. It takes occupations, as stored in the Jordan-Wigner encoding, to the bits of the parity encoding. Indices run from $0$ to $n-1$.

```lean
/-- The matrix that turns occupations into prefix parities: ones on and below the diagonal. -/
def prefixParity (n : ℕ) : Matrix (Fin n) (Fin n) (ZMod 2) :=
  Matrix.of fun i j => if j ≤ i then 1 else 0
```

In a layer of disjoint CNOT gates, each qubit $i$ has a partner $p(i)$ and a mark $t_i\in\{0,1\}$ that says whether it is a target. An idle qubit is its own partner, or belongs to a pair with no target.

```lean
/-- A layer of disjoint CNOT gates: qubits are paired by an involution, and each marked
target is controlled by its partner, which is not itself a target. -/
structure CNOTLayer (ι : Type*) where
  partner : ι → ι
  isTarget : ι → Bool
  partner_partner : ∀ i, partner (partner i) = i
  partner_not_target : ∀ i, isTarget i = true → isTarget (partner i) = false
```

The layer sends $f_i$ to $f_i+t_i f_{p(i)}$, so its matrix is $L_{ij}=\delta_{ij}+t_i\,\delta_{j,p(i)}$.

```lean
/-- The action of a CNOT layer on bit strings: every target has its control added to it. -/
def CNOTLayer.matrix (L : CNOTLayer ι) : Matrix ι ι (ZMod 2) :=
  Matrix.of fun i j => (if j = i then 1 else 0) +
    (if L.isTarget i = true ∧ j = L.partner i then 1 else 0)
```

A circuit is a list of layers and its matrix is their product. The head of the list is the leftmost factor and acts last. The depth $d$ is the length of the list.

```lean
/-- The matrix of a circuit given as a list of CNOT layers; the head of the list acts last. -/
def circuitMatrix (C : List (CNOTLayer ι)) : Matrix ι ι (ZMod 2) :=
  (C.map CNOTLayer.matrix).prod
```

## Each output of a layer depends on at most two inputs

This is hypothesis `h` of the depth bound. It stands for gates that act on two qubits at a time, with each qubit in at most one gate per layer. The factors need not be invertible.

By hand, the hypothesis enters through the composition of two maps. From
$$(MN)_{ij}=\sum_k M_{ik}N_{kj}$$
a nonzero left side requires some $k$ with $M_{ik}\ne0$ and $N_{kj}\ne0$. Hence
$$\Lambda(MN,i)\subseteq\bigcup_{k\in\Lambda(M,i)}\Lambda(N,k).$$
If $|\Lambda(M,i)|\le a$ and every $|\Lambda(N,k)|\le b$, then $|\Lambda(MN,i)|\le ab$.

```lean
omit [DecidableEq ι] in
/-- Under composition of two linear maps the bounds on light cone sizes multiply. -/
theorem lightCone_mul_le (M N : Matrix ι ι (ZMod 2)) (i : ι) {a b : ℕ}
    (hM : (lightCone M i).card ≤ a) (hN : ∀ k, (lightCone N k).card ≤ b) :
    (lightCone (M * N) i).card ≤ a * b := by
  classical
  -- an input reaches the output only through some intermediate qubit
  have hsub : lightCone (M * N) i ⊆ (lightCone M i).biUnion (lightCone N) := by
    intro j hj
    have hj' : (M * N) i j ≠ 0 := (Finset.mem_filter.mp hj).2
    rw [Matrix.mul_apply] at hj'
    obtain ⟨k, _, hk⟩ := Finset.exists_ne_zero_of_sum_ne_zero hj'
    refine Finset.mem_biUnion.mpr ⟨k, ?_, ?_⟩
    · exact Finset.mem_filter.mpr ⟨Finset.mem_univ _, left_ne_zero_of_mul hk⟩
    · exact Finset.mem_filter.mpr ⟨Finset.mem_univ _, right_ne_zero_of_mul hk⟩
  calc (lightCone (M * N) i).card
      ≤ ((lightCone M i).biUnion (lightCone N)).card := Finset.card_le_card hsub
    _ ≤ (lightCone M i).card * b := Finset.card_biUnion_le_card_mul _ _ _ (fun k _ => hN k)
    _ ≤ a * b := Nat.mul_le_mul_right b hM
```

In the proof, `Finset.exists_ne_zero_of_sum_ne_zero` supplies the intermediate qubit $k$. The count then turns on `Finset.card_biUnion_le_card_mul`: a union of sets indexed by a finite set $s$, each of size at most $b$, has at most $|s|\,b$ elements. The lemma does not ask the sets to be disjoint. Light cones may therefore overlap, and contributions may cancel modulo 2, without any separate treatment, since both effects only make the left side smaller.

For a list of factors, let $k$ now denote the bound on the row weight. The empty product is the identity, whose light cones have size $1=k^0$. Each further factor multiplies the bound by $k$, which gives $k^d$ after $d$ factors.

```lean
/-- After `d` layers in which every output depends on at most `k` inputs, a light cone
holds at most `k ^ d` qubits. -/
theorem lightCone_prod_le (k : ℕ) (Ms : List (Matrix ι ι (ZMod 2)))
    (h : ∀ M ∈ Ms, ∀ i, (lightCone M i).card ≤ k) (i : ι) :
    (lightCone Ms.prod i).card ≤ k ^ Ms.length := by
  induction Ms generalizing i with
  | nil =>
    have hsub : lightCone (1 : Matrix ι ι (ZMod 2)) i ⊆ {i} := by
      intro j hj
      by_contra hne
      have hij : i ≠ j := fun e => hne (by simp [e])
      exact (Finset.mem_filter.mp hj).2 (Matrix.one_apply_ne hij)
    simpa using Finset.card_le_card hsub
  | cons M Ms ih =>
    rw [List.prod_cons, List.length_cons, pow_succ']
    exact lightCone_mul_le M Ms.prod i (h M (by simp) i)
      (ih fun N hN => h N (List.mem_cons_of_mem _ hN))
```

The induction is carried out for all outputs at once (`generalizing i`), because the composition step needs the bound at every intermediate qubit.

Without the hypothesis the depth bound fails at $n=3$: the matrix $P$ is itself a product of one factor, its last row has three ones, and $3>2^1$.

## The product is the prefix-parity matrix

Hypothesis `hprod` says that the layers together compute every prefix parity. The derivation uses only the last row: $P_{n-1,j}=1$ for all $j$, so the light cone of output $n-1$ contains all $n$ qubits. With row weight at most two,
$$n=|\Lambda(P,n-1)|\le 2^d .$$
For $n=0$ there is no last row, and the inequality is trivial.

```lean
/-- Depth lower bound: if the prefix-parity matrix on `n` qubits is a product of `d` matrices
with at most two ones in every row, then `n ≤ 2 ^ d`. -/
theorem prefixParity_depth_bound (n : ℕ) (Ms : List (Matrix (Fin n) (Fin n) (ZMod 2)))
    (h : ∀ M ∈ Ms, ∀ i, (lightCone M i).card ≤ 2) (hprod : Ms.prod = prefixParity n) :
    n ≤ 2 ^ Ms.length := by
  rcases n with _ | n
  · exact Nat.zero_le _
  -- the last row, the total parity, has a full light cone
  · have hfull : lightCone Ms.prod (Fin.last n) = Finset.univ := by
      rw [hprod]
      ext j
      simp [lightCone, prefixParity, Fin.le_last]
    have hb := lightCone_prod_le 2 Ms h (Fin.last n)
    rw [hfull, Finset.card_univ, Fintype.card_fin] at hb
    exact hb
```

The proof treats $n=0$ first. It then rewrites the product by `hprod` to obtain the full light cone `hfull`, and inserts this into the general bound with $k=2$.

Without this hypothesis nothing forces information to spread. The empty list has the identity as its product, and on two qubits the conclusion would read $2\le 2^0$.

For the change from Jordan-Wigner to parity encoding, the result means a depth of at least $\log_2 n$ for $n\ge1$ in circuits made only of disjoint CNOT layers on those $n$ qubits; measurements with feedback and general two-qubit gates are not modelled.

## The gates within a layer are disjoint

In this circuit model, no qubit takes part in two gates of the same layer. The structure `CNOTLayer` expresses this by `partner_partner`, which says $p(p(i))=i$, and by `partner_not_target`, which says that the partner of a target is not itself a target. The second condition also keeps a qubit from being its own control, which would erase it, since $f_i+f_i=0$.

By hand, the formula for $L_{ij}$ shows that row $i$ can be nonzero only at $i$ and $p(i)$, so it has at most two ones.

```lean
/-- In a layer of disjoint CNOT gates every output depends on at most two inputs. -/
theorem CNOTLayer.lightCone_le_two (L : CNOTLayer ι) (i : ι) :
    (lightCone L.matrix i).card ≤ 2 := by
  have hsub : lightCone L.matrix i ⊆ {i, L.partner i} := by
    intro j hj
    by_contra hne
    rw [Finset.mem_insert, Finset.mem_singleton, not_or] at hne
    exact (Finset.mem_filter.mp hj).2 (by simp [CNOTLayer.matrix, hne.1, hne.2])
  exact (Finset.card_le_card hsub).trans Finset.card_le_two
```

The proof shows this inclusion and counts the pair. It uses only that each target has a single control, which is already built into `partner` being a function. The lower bound thus tolerates one control that serves many targets.

What it does not tolerate is several controls on one target. If qubits 0 and 1 could both be added to qubit 2 in a single layer, one layer would collect the parity of three qubits, against the bound of two.

## The parity is correct for every input

A circuit may be asked only to bring the total parity onto one qubit $q$, with no condition on the others. Hypothesis `hq` says that output $q$ equals $\sum_j f_j$ for every occupation vector $f$.

By hand, take $f$ with only qubit $j$ occupied. The output at $q$ is then the matrix element $A_{qj}$ of the circuit matrix $A$ (`circuitMatrix C` in Lean, where `C` is the list of layers), and the parity is $1$. So $A_{qj}=1$ for every $j$, the light cone of $q$ is full, and the number of qubits is at most $2^d$.

```lean
/-- If a circuit of disjoint-CNOT layers brings the total parity of all qubits onto one
qubit `q`, the number of qubits is at most two to the power of the depth. -/
theorem totalParity_depth_bound (C : List (CNOTLayer ι)) (q : ι)
    (hq : ∀ f : ι → ZMod 2, (circuitMatrix C *ᵥ f) q = ∑ j, f j) :
    Fintype.card ι ≤ 2 ^ C.length := by
  -- probing with a single occupied qubit shows that row `q` is all ones
  have hrow : ∀ j, circuitMatrix C q j = 1 := by
    intro j
    have := hq (Pi.single j 1)
    simpa using this
  have hfull : lightCone (circuitMatrix C) q = Finset.univ := by
    ext j
    simp [lightCone, hrow]
  have hb := lightCone_prod_le 2 (C.map CNOTLayer.matrix) (by
    intro M hM i
    obtain ⟨L, _, rfl⟩ := List.mem_map.mp hM
    exact L.lightCone_le_two i) q
  change (lightCone (circuitMatrix C) q).card ≤ _ at hb
  rwa [hfull, Finset.card_univ, List.length_map] at hb
```

In Lean the probe vector is `Pi.single j 1`, and `hrow` records the row of ones. The rest combines the previous bounds.

If the parity had to be correct only for some inputs, the bound could fail. On two qubits with the second always empty, the first already holds the total parity at depth zero.

## Every layer treats a new bit of the label

The bound for total parity is attained when the number of qubits is a power of two and any two qubits can be coupled. Label $2^m$ qubits by bit strings $x$ of length $m$. Layer $k$ adds each qubit with $x_k$ false to the one whose label differs only in bit $k$.

It is convenient to follow the readout backwards. A row vector $r$ reads out $\sum_i r_i f_i$. Pulled back through a layer it becomes
$$(rL)_j=\sum_i r_i\bigl(\delta_{ij}+t_i\delta_{j,p(i)}\bigr)=r_j+t_{p(j)}\,r_{p(j)},$$
because $j=p(i)$ exactly when $i=p(j)$. This is where `partner_partner` is needed.

```lean
/-- Pulling a parity readout `r` back through a CNOT layer: each control also acquires
the readout coefficient of its target. -/
theorem CNOTLayer.readout_pullback (L : CNOTLayer ι) (r : ι → ZMod 2) (j : ι) :
    (r ᵥ* L.matrix) j =
      r j + if L.isTarget (L.partner j) = true then r (L.partner j) else 0 := by
  have h : ∀ i, (L.isTarget i = true ∧ j = L.partner i) ↔
      (i = L.partner j ∧ L.isTarget (L.partner j) = true) := by
    intro i
    constructor
    · rintro ⟨h1, rfl⟩
      rw [L.partner_partner]
      exact ⟨rfl, h1⟩
    · rintro ⟨rfl, h1⟩
      exact ⟨h1, (L.partner_partner j).symm⟩
  simp only [Matrix.vecMul, dotProduct, CNOTLayer.matrix, Matrix.of_apply, h]
  simp [mul_add, Finset.sum_add_distrib, ite_and]
```

The bit layers and the readouts are defined next. For a set $S$ of bits, let $r_S(x)=1$ if $x_l$ is true for every $l\notin S$, and $0$ otherwise.

```lean
/-- On qubits labelled by `m`-bit strings, the layer that adds each qubit with `k`-th bit
false to the qubit whose label differs only in that bit. -/
def bitLayer {m : ℕ} (k : Fin m) : CNOTLayer (Fin m → Bool) where
  partner x := Function.update x k (!x k)
  isTarget x := x k
  partner_partner x := by simp
  partner_not_target x h := by
    have h' : x k = true := h
    simp [h']

/-- The readout of the parity of all qubits whose label is true at every bit outside `S`. -/
def readout {m : ℕ} (S : Finset (Fin m)) : (Fin m → Bool) → ZMod 2 :=
  fun x => if ∀ l, l ∉ S → x l = true then 1 else 0
```

Let $k\notin S$. Pulling $r_S$ back through layer $k$ gives $r_{S\cup\{k\}}$, by two cases:

- If $x_k$ is false, then $r_S(x)=0$. The partner is a target and contributes $r_S$ at the label with bit $k$ set to true, which equals $r_{S\cup\{k\}}(x)$.
- If $x_k$ is true, the partner is not a target. What remains is $r_S(x)=r_{S\cup\{k\}}(x)$.

```lean
/-- Pulling the readout for `S` back through the layer of a new bit `k` frees that bit. -/
theorem readout_bitLayer {m : ℕ} (S : Finset (Fin m)) (k : Fin m) (hk : k ∉ S) :
    readout S ᵥ* (bitLayer k).matrix = readout (insert k S) := by
  ext j
  rw [CNOTLayer.readout_pullback]
  have h2 : (∀ l, l ∉ S → Function.update j k true l = true) ↔
      ∀ l, l ∉ insert k S → j l = true := by
    constructor
    · intro h l hl
      rw [Finset.mem_insert, not_or] at hl
      simpa [Function.update_of_ne hl.1] using h l hl.2
    · intro h l hl
      by_cases e : l = k
      · rw [e, Function.update_self]
      · rw [Function.update_of_ne e]
        exact h l (by simp [e, hl])
  cases hj : j k
  · have h1 : ¬ ∀ l, l ∉ S → j l = true := fun h => by
      have := h k hk
      rw [hj] at this
      exact Bool.noConfusion this
    simp only [readout, bitLayer, hj, Function.update_self, Bool.not_false, if_true,
      if_neg h1, h2, zero_add]
  · have h3 : Function.update j k true = j := by rw [← hj, Function.update_eq_self]
    rw [h3] at h2
    simp only [readout, bitLayer, hj, Function.update_self, Bool.not_true,
      Bool.false_eq_true, if_false, h2, add_zero]
```

The Lean proof makes the same split with `cases hj : j k`, and `h2` is the equivalence behind the first case.

The hypothesis `hk`, that $k$ is not in $S$, means that no layer is repeated. For $m=1$, applying the only layer twice gives the identity, and the parity that was collected is lost again.

Start with $r_\emptyset$, which reads the all-true qubit alone. After all $m$ bits the readout is $1$ everywhere, which is the total parity. For $m=0$ there is one qubit and nothing to do.

```lean
/-- The bound for total parity is attained: on `2 ^ m` qubits, `m` layers of disjoint CNOT
gates bring the total parity onto the qubit with the all-true label. -/
theorem totalParity_depth_sharp (m : ℕ) :
    Fintype.card (Fin m → Bool) = 2 ^ m ∧
    ((List.finRange m).map bitLayer).length = m ∧
    ∀ f : (Fin m → Bool) → ZMod 2,
      (circuitMatrix ((List.finRange m).map bitLayer) *ᵥ f) (fun _ => true) = ∑ x, f x := by
  refine ⟨by simp, by simp, fun f => ?_⟩
  -- pull the readout back through the layers one at a time
  have key : ∀ (l : List (Fin m)) (S : Finset (Fin m)), l.Nodup → (∀ k ∈ l, k ∉ S) →
      readout S ᵥ* circuitMatrix (l.map bitLayer) = readout (S ∪ l.toFinset) := by
    intro l
    induction l with
    | nil => intro S _ _; simp [circuitMatrix]
    | cons k l ih =>
      intro S hl hS
      rw [List.nodup_cons] at hl
      have hc : circuitMatrix ((k :: l).map bitLayer) =
          (bitLayer k).matrix * circuitMatrix (l.map bitLayer) := by
        simp [circuitMatrix]
      have hS' : ∀ x ∈ l, x ∉ insert k S := by
        intro x hx hmem
        rcases Finset.mem_insert.mp hmem with e | e
        · exact hl.1 (e ▸ hx)
        · exact hS x (List.mem_cons_of_mem _ hx) e
      have hu : insert k S ∪ l.toFinset = S ∪ (k :: l).toFinset := by
        ext x
        simp only [Finset.mem_union, Finset.mem_insert, List.mem_toFinset, List.mem_cons]
        tauto
      rw [hc, ← Matrix.vecMul_vecMul, readout_bitLayer S k (hS k (by simp)),
        ih _ hl.2 hS', hu]
  have h0 : readout (∅ : Finset (Fin m)) = Pi.single (fun _ => true) 1 := by
    ext x
    simp [readout, Pi.single_apply, funext_iff]
  have h1 := key (List.finRange m) ∅ (List.nodup_finRange m) (by simp)
  have h2 : readout (∅ ∪ (List.finRange m).toFinset) = fun _ => 1 := by
    ext x
    simp [readout]
  calc (circuitMatrix ((List.finRange m).map bitLayer) *ᵥ f) (fun _ => true)
      = readout ∅ ⬝ᵥ (circuitMatrix ((List.finRange m).map bitLayer) *ᵥ f) := by
        rw [h0, single_dotProduct, one_mul]
    _ = ∑ x, f x := by
        rw [Matrix.dotProduct_mulVec, h1, h2]
        simp [dotProduct]

end ParityDepthLowerBound
```

The statement `key` performs this induction for any list of distinct bits that avoids $S$. The final `calc` uses `Matrix.dotProduct_mulVec` to move the circuit from the occupations onto the readout. The construction concerns the total parity only; whether all prefix parities can be computed in the same depth is a different question.

```lean
#print axioms ParityDepthLowerBound.prefixParity_depth_bound
#print axioms ParityDepthLowerBound.totalParity_depth_bound
#print axioms ParityDepthLowerBound.totalParity_depth_sharp
```

```
'ParityDepthLowerBound.prefixParity_depth_bound' depends on axioms: [propext, Classical.choice, Quot.sound]
'ParityDepthLowerBound.totalParity_depth_bound' depends on axioms: [propext, Classical.choice, Quot.sound]
'ParityDepthLowerBound.totalParity_depth_sharp' depends on axioms: [propext, Classical.choice, Quot.sound]
```
